# One rotation of determinant A pairs its orbitals with those of both B and C exactly when A†BB†A and A†CC†A commute

Take three orthonormal orbitals $\varphi_1,\varphi_2,\varphi_3$ and three two-electron determinants of the same spin: $A$ occupies $\varphi_1,\varphi_2$; $B$ occupies $\varphi_1,\varphi_3$; $C$ occupies $(\varphi_1+\varphi_2)/\sqrt2$ and $\varphi_3$. I can find corresponding orbitals for $A$ and $B$, so that each orbital of $A$ overlaps with at most one orbital of $B$, and each orbital of $B$ with at most one of $A$. I can do the same for $A$ and $C$. But the two calculations hand me different rotated orbitals for $A$. Did I make an unlucky choice, or is there no single set of $A$ orbitals that serves both? And can I tell in advance, without searching over rotations?

## The two pairings compete for the same rotation

In your example no single set exists. Write the overlaps of the orbitals of $A$ with those of $B$ and of $C$ as matrices:

$$M=\begin{pmatrix}1&0\\0&0\end{pmatrix},\qquad N=\frac1{\sqrt2}\begin{pmatrix}1&0\\1&0\end{pmatrix}.$$

Rotating the orbitals of $A$ by a unitary $U$ and those of $B$ by a unitary $V$ turns $M$ into $U^\dagger MV$. If this is diagonal, $U$ must diagonalise $MM^\dagger$, where $V$ has dropped out. Here

$$MM^\dagger=\begin{pmatrix}1&0\\0&0\end{pmatrix},\qquad NN^\dagger=\frac12\begin{pmatrix}1&1\\1&1\end{pmatrix}.$$

Both have the distinct eigenvalues 1 and 0, so each fixes the rotated orbitals of $A$ up to phase and order. The first demands $\varphi_1,\varphi_2$, the second $(\varphi_1\pm\varphi_2)/\sqrt2$. The two products don't commute, and that is the test you can apply in advance.

If $C$ occupied $\varphi_2,\varphi_3$ instead, $N$ would have its only nonzero entry off the diagonal, but $NN^\dagger=\mathrm{diag}(0,1)$ would commute with $MM^\dagger$. Exchanging the two orbitals of $C$ then completes the pairing, with $A$ left alone. With one orbital per determinant there is never a conflict, since every $1\times1$ matrix is diagonal.

## Why commuting is necessary and sufficient

Let $A$, $B$, $C$ now also denote the $m\times n$ coefficient matrices of $n$ orbitals in an orthonormal one-particle basis of $m$ functions. Then $M=A^\dagger B$ and $N=A^\dagger C$, and

$$MM^\dagger=A^\dagger BB^\dagger A,\qquad NN^\dagger=A^\dagger CC^\dagger A.$$

When the columns of $B$ are orthonormal, $BB^\dagger$ is the projector onto its occupied space, so $MM^\dagger$ is that projector seen from the orbitals of $A$.

**A common pairing forces commutation.** Suppose $U^\dagger MV=\Delta$ with $\Delta=\mathrm{diag}(\delta_i)$. Then $M=U\Delta V^\dagger$, and because $V^\dagger V=1$,

$$MM^\dagger=U\Delta V^\dagger V\Delta^\dagger U^\dagger=U\,\mathrm{diag}(|\delta_i|^2)\,U^\dagger.$$

If $U^\dagger NW$ is diagonal too, with $W$ unitary, $NN^\dagger$ has the same form with the same $U$. Diagonal matrices commute, hence so do the two products.

**Commutation supplies the common rotation.** Both products are Hermitian. If $MM^\dagger x=\lambda x$, then

$$MM^\dagger(NN^\dagger x)=NN^\dagger MM^\dagger x=\lambda\,NN^\dagger x,$$

so $NN^\dagger$ maps each eigenspace of $MM^\dagger$ into itself and can be diagonalised inside it. The resulting joint eigenspaces are mutually orthogonal and span the whole space. Orthonormal bases of them, collected as columns, give a unitary $U$ that diagonalises both products.

It remains to find $V$. Put $X=U^\dagger M$. Then $XX^\dagger=U^\dagger MM^\dagger U$ is diagonal, which says that for $i\neq j$

$$\sum_k X_{ik}\overline{X_{jk}}=0.$$

The rows of $X$ are therefore orthogonal. Let $u_i$ be the vector with components $\overline{X_{ik}}$, so that $\langle u_i,y\rangle=\sum_k X_{ik}y_k$ for any vector $y$. Normalise the nonzero $u_i$ and complete them to an orthonormal basis $b_j$, with $b_i=u_i/\|u_i\|$ wherever $u_i\neq0$. Take the $b_j$ as the columns of $V$. Then

$$(XV)_{ij}=\langle u_i,b_j\rangle=\|u_i\|\,\delta_{ij},$$

where $\delta_{ij}$ is the Kronecker delta; a zero row stays zero. So $U^\dagger MV$ is diagonal. The same construction applied to $U^\dagger N$ gives $W$, with $U$ unchanged.

## The statement in Lean

The result you asked for is `pairing_with_two_iff`, at the end of the code. It says that for any complex matrices `A`, `B`, `C` of the same shape, unitary `U`, `V`, `W` making both rotated overlap matrices diagonal exist if and only if the two products commute.

- `m` labels the one-particle basis functions and `n` the orbitals. Both are finite, and all three determinants have the same number of orbitals.
- `Aᴴ` is the conjugate transpose $A^\dagger$, which the code's comments write as `A*`.
- `unitaryGroup n ℂ` contains the allowed orbital rotations. Such a rotation changes a determinant only by a phase.
- `IsDiag` says that all off-diagonal entries vanish. The paired overlaps may thus be complex or zero, whereas corresponding orbitals are usually given phases that make them real and nonnegative.
- `Commute` says that the two products agree in either order.

The columns are not required to be orthonormal. Your determinants are a special case, and the equivalence is a fact about the matrices alone.

The more general `common_pairing_iff` takes a family of square overlap matrices `M k`, with `k` in any index type `κ`. One `U` serves them all, each with its own `V`, exactly when the matrices `M k * (M k)ᴴ` commute pairwise.

The step left to you is the identification of $A^\dagger B$ with physical overlaps, which needs an orthonormal one-particle basis. For atomic orbitals with overlap matrix $S$, the physical overlaps are $A^\dagger SB$; you can use these as the `M k`, or replace each coefficient matrix by $S^{1/2}$ times itself.

```lean
import Mathlib

open Matrix

namespace CommonCorrespondingOrbitals

noncomputable section

variable {m n κ : Type*} [Fintype m] [Fintype n] [DecidableEq n]

/-- The square matrix whose columns are the vectors of an orthonormal basis. -/
def orbitalMatrix (b : OrthonormalBasis n ℂ (EuclideanSpace ℂ n)) : Matrix n n ℂ :=
  Matrix.of fun k j => b j k

omit [DecidableEq n] in
/-- The inner product of two coefficient vectors, written as a sum over components. -/
theorem inner_eq_sum (x y : EuclideanSpace ℂ n) :
    inner ℂ x y = ∑ k, star (x k) * y k := by
  simp [PiLp.inner_apply, mul_comm]

/-- The matrix of an orthonormal basis is unitary. -/
theorem orbitalMatrix_mem (b : OrthonormalBasis n ℂ (EuclideanSpace ℂ n)) :
    orbitalMatrix b ∈ unitaryGroup n ℂ := by
  refine mem_unitaryGroup_iff'.2 ?_
  ext i j
  have h : (star (orbitalMatrix b) * orbitalMatrix b) i j = inner ℂ (b i) (b j) := by
    rw [inner_eq_sum]
    rfl
  rw [h, orthonormal_iff_ite.1 b.orthonormal i j, Matrix.one_apply]

/-- If unitary rotations `U` and `V` make the overlap matrix `M` diagonal, then `U` diagonalises
`M M*`. -/
theorem gram_of_paired {M U V : Matrix n n ℂ} (hU : U ∈ unitaryGroup n ℂ)
    (hV : V ∈ unitaryGroup n ℂ) (hD : (Uᴴ * M * V).IsDiag) :
    ∃ d : n → ℂ, M * Mᴴ = U * diagonal d * Uᴴ := by
  have hU1 : U * Uᴴ = 1 := mem_unitaryGroup_iff.1 hU
  have hV1 : V * Vᴴ = 1 := mem_unitaryGroup_iff.1 hV
  have hV2 : Vᴴ * V = 1 := mem_unitaryGroup_iff'.1 hV
  obtain ⟨δ, hδ⟩ : ∃ δ, Uᴴ * M * V = diagonal δ := ⟨_, hD.diagonal_diag.symm⟩
  have hM : M = U * diagonal δ * Vᴴ := by
    rw [← hδ]
    calc M = (U * Uᴴ) * M * (V * Vᴴ) := by rw [hU1, hV1, one_mul, mul_one]
      _ = _ := by simp only [Matrix.mul_assoc]
  refine ⟨fun i => δ i * star δ i, ?_⟩
  calc M * Mᴴ = U * diagonal δ * (Vᴴ * V) * (diagonal δ)ᴴ * Uᴴ := by
        rw [hM]
        simp only [conjTranspose_mul, conjTranspose_conjTranspose, Matrix.mul_assoc]
    _ = _ := by
        rw [hV2, mul_one, diagonal_conjTranspose, Matrix.mul_assoc U, diagonal_mul_diagonal]

/-- If `X X*` is diagonal, a unitary rotation of the columns of `X` makes `X` itself diagonal. -/
theorem exists_right_rotation {X : Matrix n n ℂ} (h : (X * Xᴴ).IsDiag) :
    ∃ V ∈ unitaryGroup n ℂ, (X * V).IsDiag := by
  obtain ⟨u, hu0⟩ : ∃ u : n → EuclideanSpace ℂ n, ∀ i k, u i k = star (X i k) :=
    ⟨fun i => WithLp.toLp 2 (fun k => star (X i k)), fun _ _ => rfl⟩
  have hu : ∀ i (y : EuclideanSpace ℂ n), inner ℂ (u i) y = ∑ k, X i k * y k := by
    intro i y
    rw [inner_eq_sum]
    simp only [hu0, star_star]
  have horth : ∀ i j, i ≠ j → inner ℂ (u i) (u j) = 0 := by
    intro i j hij
    rw [hu]
    simp only [hu0]
    exact h hij
  -- normalise the nonzero rows and complete them to an orthonormal basis
  let v : n → EuclideanSpace ℂ n := fun i => ((‖u i‖⁻¹ : ℝ) : ℂ) • u i
  let s : Set n := {i | u i ≠ 0}
  have hv : Orthonormal ℂ (s.domRestrict v) := by
    refine ⟨fun i => ?_, fun i j hij => ?_⟩
    · have hi : ‖u i‖ ≠ 0 := norm_ne_zero_iff.2 i.2
      change ‖((‖u i‖⁻¹ : ℝ) : ℂ) • u i‖ = 1
      rw [norm_smul, Complex.norm_real, norm_inv, norm_norm, inv_mul_cancel₀ hi]
    · change inner ℂ (((‖u i‖⁻¹ : ℝ) : ℂ) • u i) (((‖u j‖⁻¹ : ℝ) : ℂ) • u j) = 0
      rw [inner_smul_left, inner_smul_right, horth _ _ (fun e => hij (Subtype.ext e)),
        mul_zero, mul_zero]
  obtain ⟨b, hb⟩ := hv.exists_orthonormalBasis_extension_of_card_eq finrank_euclideanSpace
  refine ⟨orbitalMatrix b, orbitalMatrix_mem b, ?_⟩
  intro i j hij
  have e : (X * orbitalMatrix b) i j = inner ℂ (u i) (b j) := (hu i (b j)).symm
  refine e.trans ?_
  by_cases hi : u i = 0
  · rw [hi, inner_zero_left]
  · have h0 : inner ℂ (v i) (b j) = 0 := by
      rw [← hb i hi]
      exact b.orthonormal.2 hij
    simpa [v, inner_smul_left, hi] using h0

omit [DecidableEq n] in
/-- Mutually orthogonal subspaces that together span the orbital space admit an orthonormal basis
each of whose vectors lies in one of them. -/
theorem exists_adapted_basis {ι : Type*} (E : ι → Submodule ℂ (EuclideanSpace ℂ n))
    (hO : OrthogonalFamily ℂ (fun i => E i) fun i => (E i).subtypeₗᵢ) (hsup : ⨆ i, E i = ⊤) :
    ∃ b : OrthonormalBasis n ℂ (EuclideanSpace ℂ n), ∀ j, ∃ i, b j ∈ E i := by
  have w : ∀ i, OrthonormalBasis (Fin (Module.finrank ℂ (E i))) ℂ (E i) :=
    fun i => stdOrthonormalBasis ℂ (E i)
  -- vectors in one subspace are orthonormal, vectors in different subspaces are orthogonal
  have hnorm : ∀ i a, ‖((w i a : E i) : EuclideanSpace ℂ n)‖ = 1 :=
    fun i a => (w i).orthonormal.1 a
  have hpair : ∀ a b : (Σ i, Fin (Module.finrank ℂ (E i))), a ≠ b →
      inner ℂ ((w a.1 a.2 : E a.1) : EuclideanSpace ℂ n)
        ((w b.1 b.2 : E b.1) : EuclideanSpace ℂ n) = 0 := by
    rintro ⟨i, a⟩ ⟨j, b⟩ hne
    by_cases hij : i = j
    · subst hij
      have hab : a ≠ b := fun h => hne (by rw [h])
      exact (w i).orthonormal.2 hab
    · exact hO hij (w i a) (w j b)
  obtain ⟨b0, hon, hspan, hmem⟩ :
      ∃ b0 : (Σ i, Fin (Module.finrank ℂ (E i))) → EuclideanSpace ℂ n,
        Orthonormal ℂ b0 ∧ ⊤ ≤ Submodule.span ℂ (Set.range b0) ∧ ∀ a, b0 a ∈ E a.1 := by
    refine ⟨fun a => ((w a.1 a.2 : E a.1) : EuclideanSpace ℂ n),
      ⟨fun a => hnorm a.1 a.2, fun a b h => hpair a b h⟩, ?_,
      fun a => (w a.1 a.2).2⟩
    rw [← hsup]
    refine iSup_le fun i x hx => ?_
    have h := congrArg (E i).subtype ((w i).sum_repr ⟨x, hx⟩)
    rw [map_sum] at h
    change _ = x at h
    rw [← h]
    refine Submodule.sum_mem _ fun a _ => ?_
    rw [map_smul]
    exact Submodule.smul_mem _ _ (Submodule.subset_span ⟨⟨i, a⟩, rfl⟩)
  -- the collected basis can be numbered by the orbital index
  obtain ⟨e⟩ : Nonempty ((Σ i, Fin (Module.finrank ℂ (E i))) ≃ n) :=
    ⟨(Module.Basis.mk hon.linearIndependent hspan).indexEquiv
      (EuclideanSpace.basisFun n ℂ).toBasis⟩
  have hspan' : ⊤ ≤ Submodule.span ℂ (Set.range (b0 ∘ e.symm)) := by
    rw [e.symm.surjective.range_comp]
    exact hspan
  refine ⟨OrthonormalBasis.mk (hon.comp e.symm e.symm.injective) hspan',
    fun j => ⟨(e.symm j).1, ?_⟩⟩
  rw [OrthonormalBasis.coe_mk]
  exact hmem (e.symm j)

/-- Hermitian matrices that commute pairwise are made diagonal by one common unitary rotation. -/
theorem exists_common_rotation (H : κ → Matrix n n ℂ) (hH : ∀ k, (H k).IsHermitian)
    (hC : ∀ k l, Commute (H k) (H l)) :
    ∃ U ∈ unitaryGroup n ℂ, ∀ k, (Uᴴ * H k * U).IsDiag := by
  obtain ⟨T, hT, hS⟩ : ∃ T : κ → EuclideanSpace ℂ n →ₗ[ℂ] EuclideanSpace ℂ n,
      (∀ k x, T k x = WithLp.toLp 2 (H k *ᵥ x.ofLp)) ∧ ∀ k, (T k).IsSymmetric :=
    ⟨fun k => toEuclideanLin (H k), fun _ _ => rfl,
      fun k => isSymmetric_toEuclideanLin_iff.2 (hH k)⟩
  have hsup : ⨆ χ : κ → ℂ, ⨅ k, Module.End.eigenspace (T k) (χ k) = ⊤ := by
    refine LinearMap.IsSymmetric.iSup_iInf_eq_top_of_commute hS ?_
    intro k l _
    refine LinearMap.ext fun x => ?_
    change T k (T l x) = T l (T k x)
    simp only [hT, Matrix.mulVec_mulVec]
    rw [(hC k l).eq]
  obtain ⟨b, hb⟩ := exists_adapted_basis
    (fun χ : κ → ℂ => ⨅ k, Module.End.eigenspace (T k) (χ k))
    (LinearMap.IsSymmetric.orthogonalFamily_iInf_eigenspaces hS) hsup
  choose χ hχ using hb
  refine ⟨orbitalMatrix b, orbitalMatrix_mem b, fun k => ?_⟩
  have hHU : H k * orbitalMatrix b = orbitalMatrix b * diagonal (fun j => χ j k) := by
    ext r j
    have hc : T k (b j) = χ j k • b j :=
      Module.End.mem_eigenspace_iff.1 ((Submodule.mem_iInf _).1 (hχ j) k)
    rw [hT] at hc
    have h : (H k *ᵥ (b j).ofLp) r = χ j k * (b j).ofLp r :=
      congrArg (fun x : EuclideanSpace ℂ n => x.ofLp r) hc
    rw [Matrix.mul_diagonal]
    exact h.trans (mul_comm _ _)
  have hU : (orbitalMatrix b)ᴴ * orbitalMatrix b = 1 :=
    mem_unitaryGroup_iff'.1 (orbitalMatrix_mem b)
  rw [Matrix.mul_assoc, hHU, ← Matrix.mul_assoc, hU, one_mul]
  exact isDiag_diagonal _

/-- One rotation `U` of the reference orbitals can bring every overlap matrix `M k` of a family
to diagonal form, each with its own `V`, if and only if the matrices `M k (M k)*` commute. -/
theorem common_pairing_iff (M : κ → Matrix n n ℂ) :
    (∃ U ∈ unitaryGroup n ℂ, ∀ k, ∃ V ∈ unitaryGroup n ℂ, (Uᴴ * M k * V).IsDiag) ↔
    ∀ k l, Commute (M k * (M k)ᴴ) (M l * (M l)ᴴ) := by
  constructor
  · rintro ⟨U, hU, h⟩ k l
    obtain ⟨V, hV, hk⟩ := h k
    obtain ⟨W, hW, hl⟩ := h l
    obtain ⟨c, hc⟩ := gram_of_paired hU hV hk
    obtain ⟨d, hd⟩ := gram_of_paired hU hW hl
    have hU2 : Uᴴ * U = 1 := mem_unitaryGroup_iff'.1 hU
    -- both matrices are diagonal in the same rotated orbitals
    have key : ∀ x y : n → ℂ, (U * diagonal x * Uᴴ) * (U * diagonal y * Uᴴ)
        = U * diagonal (fun i => x i * y i) * Uᴴ := by
      intro x y
      calc _ = U * diagonal x * (Uᴴ * U) * diagonal y * Uᴴ := by
            simp only [Matrix.mul_assoc]
        _ = _ := by rw [hU2, mul_one, Matrix.mul_assoc U, diagonal_mul_diagonal]
    rw [hc, hd]
    change _ * _ = _ * _
    rw [key, key]
    simp only [mul_comm (c _)]
  · intro hC
    obtain ⟨U, hU, hD⟩ := exists_common_rotation (fun k => M k * (M k)ᴴ)
      (fun k => isHermitian_mul_conjTranspose_self _) hC
    refine ⟨U, hU, fun k => exists_right_rotation ?_⟩
    simpa only [conjTranspose_mul, conjTranspose_conjTranspose, Matrix.mul_assoc] using hD k

/-- The orbitals of `A` can be paired with those of `B` and of `C` by one common rotation of `A`
if and only if `A* B B* A` and `A* C C* A` commute. -/
theorem pairing_with_two_iff (A B C : Matrix m n ℂ) :
    (∃ U ∈ unitaryGroup n ℂ, ∃ V ∈ unitaryGroup n ℂ, ∃ W ∈ unitaryGroup n ℂ,
      (Uᴴ * (Aᴴ * B) * V).IsDiag ∧ (Uᴴ * (Aᴴ * C) * W).IsDiag) ↔
    Commute (Aᴴ * B * Bᴴ * A) (Aᴴ * C * Cᴴ * A) := by
  have hG : ∀ D : Matrix m n ℂ, Aᴴ * D * Dᴴ * A = (Aᴴ * D) * (Aᴴ * D)ᴴ := fun D => by
    simp only [conjTranspose_mul, conjTranspose_conjTranspose, Matrix.mul_assoc]
  rw [hG B, hG C]
  constructor
  · rintro ⟨U, hU, V, hV, W, hW, h1, h2⟩
    exact (common_pairing_iff ![Aᴴ * B, Aᴴ * C]).1
      ⟨U, hU, Fin.forall_fin_two.2 ⟨⟨V, hV, h1⟩, ⟨W, hW, h2⟩⟩⟩ 0 1
  · intro h
    obtain ⟨U, hU, hp⟩ := (common_pairing_iff ![Aᴴ * B, Aᴴ * C]).2
      (Fin.forall_fin_two.2 ⟨Fin.forall_fin_two.2 ⟨Commute.refl _, h⟩,
        Fin.forall_fin_two.2 ⟨h.symm, Commute.refl _⟩⟩)
    obtain ⟨V, hV, h1⟩ := hp 0
    obtain ⟨W, hW, h2⟩ := hp 1
    exact ⟨U, hU, V, hV, W, hW, h1, h2⟩

end

end CommonCorrespondingOrbitals
```

```lean
#print axioms CommonCorrespondingOrbitals.pairing_with_two_iff
```

```
'CommonCorrespondingOrbitals.pairing_with_two_iff' depends on axioms: [propext, Classical.choice, Quot.sound]
```

## From the rotations to the Lean lemmas

`gram_of_paired` is the first half of the argument for one overlap matrix. It solves for `M` by inserting $UU^\dagger$ and $VV^\dagger$, then cancels $V^\dagger V$ in the product. The diagonal entries appear as `δ i * star δ i`, which is $|\delta_i|^2$.

`exists_right_rotation` constructs $V$ from the orthogonal rows. The vectors `u i` are the conjugated rows, `v i` their normalised versions, and `s` the set of indices whose row is nonzero. Mathlib's extension theorem for orthonormal sets completes the basis while keeping each normalised row at its own index, which is what puts the overlaps on the diagonal. The final case split separates zero rows from nonzero ones.

The basis becomes a matrix through `orbitalMatrix`. Despite its name, this is an $n\times n$ rotation and not an $m\times n$ coefficient matrix. `orbitalMatrix_mem` shows that it is unitary, using the component formula in `inner_eq_sum`.

The common $U$ takes two lemmas. `exists_adapted_basis` starts from mutually orthogonal subspaces that span the space, collects an orthonormal basis of each, and renumbers the collection by `n`. `exists_common_rotation` applies this to the joint eigenspaces of commuting Hermitian matrices. Here `χ` assigns one eigenvalue to each matrix in the family, and Mathlib provides both the orthogonality and the spanning of the joint eigenspaces. The equation `hHU` then says, column by column, that the chosen basis vectors are eigenvectors of every `H k`.

`common_pairing_iff` joins the halves. Forwards, `key` multiplies two matrices that are diagonal in the same rotated orbitals. Backwards, the common rotation comes first and a separate right rotation follows for each `k`. Finally, `pairing_with_two_iff` applies this to the two-member family `![Aᴴ * B, Aᴴ * C]`, after `hG` has rewritten each product as an overlap matrix times its conjugate transpose.

## What this means for nonorthogonal determinants

In nonorthogonal configuration interaction, corresponding orbitals simplify matrix elements between two determinants. For determinants with equally many orbitals in a finite basis, the commutator of the two products tells you whether one set of reference orbitals can serve two such pairings. If it is nonzero, as in your example, you need a separate rotation of $A$ for each partner.
